# The Hankel matrix of Boys moments of size \(2m+1\) has condition number at least \(16^m\)

For real \(x\) and \(k=0,1,2,\dots\), let

\[
F_k(x)=\int_0^1 t^{2k}e^{-xt^2}\,dt
\]

be the Boys function. For every natural number \(m\), the matrix \(H_{ij}=F_{i+j}(x)\) with \(i,j=0,\dots,2m\) is positive definite, and its smallest and largest eigenvalues satisfy

\[
16^m\binom{2m}{m}\lambda_{\min}\le\lambda_{\max}.
\]

In particular \(\lambda_{\max}/\lambda_{\min}\ge 16^m\), uniformly in \(x\).

## Boys moments in Rys quadrature

Electron repulsion integrals over Gaussian basis functions reduce to integrals over \([0,1]\) of a polynomial in \(t^2\) times \(e^{-xt^2}\). Here \(x\ge 0\) is a squared distance between charge centres, scaled by the Gaussian exponents. Rys quadrature evaluates such integrals exactly with a few nodes, which come from the polynomials in \(y=t^2\) that are orthogonal under this weight.

The numbers \(F_k(x)\) are the moments of the weight, and \(H\) is the Gram matrix of the monomials \(1,y,y^2,\dots\). Finding the coefficients of an orthogonal polynomial directly from the moments means solving a linear system with such a matrix. The condition number is the largest factor by which solving with the matrix can amplify a relative error in the right-hand side, measured in the Euclidean norm and taken over all right-hand sides. For the odd sizes treated here, it grows at least exponentially with the size. The particular right-hand side that gives an orthogonal polynomial need not attain this worst case. The bound concerns the monomial moment matrix, not the Rys nodes themselves or methods that avoid the matrix.

## How the statement reads in Lean

`boys x k` is the integral \(F_k(x)\), and `boysHankel x n` is the \(n\times n\) matrix with entries \(F_{i+j}(x)\), indexed from zero by `Fin n`. The parameter `x` is any real number, so the physical range \(x\ge0\) is included.

`minEig` and `maxEig` take a proof that a matrix is Hermitian, which for real entries means symmetric, and return the infimum and supremum of its eigenvalues. Since \(2m+1\) is never zero, these are the smallest and largest eigenvalues.

The final theorem, `boysHankel_conditioning`, has three parts: the matrix of size \(2m+1\) is positive definite, `minEig` is positive, and `16 ^ m` is at most `maxEig` divided by `minEig`. For a positive definite matrix this quotient is the condition number in the Euclidean norm. The sharper inequality with the binomial coefficient is `eigenvalue_spread`. Positive definiteness is proved for every size in `boysHankel_posDef`, whereas the eigenvalue bound is stated for odd sizes. All of this is exact real arithmetic; rounding is not modelled.

## Positivity from a weighted square

Take a real vector \(c\) and set \(p(t)=\sum_i c_i t^{2i}\). Exchanging the finite sums with the integral gives

\[
c\cdot Hc=\sum_{i,j}c_ic_j\int_0^1t^{2(i+j)}e^{-xt^2}dt
=\int_0^1p(t)^2e^{-xt^2}dt\ge0 .
\]

The integrand is continuous and nonnegative. If the integral is zero, then \(p\) vanishes on all of \([0,1]\). A polynomial with infinitely many roots is zero, so every \(c_i\) is zero. Hence \(c\cdot Hc>0\) for \(c\ne0\).

## A polynomial that is small on the whole interval

Let \(u_i\) be orthonormal eigenvectors of \(H\) with eigenvalues \(\lambda_i\). For any \(v\),

\[
v\cdot v=\sum_i(u_i\cdot v)^2,\qquad
v\cdot Hv=\sum_i\lambda_i(u_i\cdot v)^2,
\]

and therefore

\[
\lambda_{\min}\,v\cdot v\le v\cdot Hv\le\lambda_{\max}\,v\cdot v .
\]

To bound \(\lambda_{\min}\) from above, we use the coefficient vector \(c\) of

\[
y^m(1-y)^m=\sum_{k=0}^m(-1)^k\binom mk y^{m+k}.
\]

The degree is \(2m\), so \(c\) has \(2m+1\) entries. Its squared length follows from Vandermonde's identity:

\[
c\cdot c=\sum_{k=0}^m\binom mk^2
=\sum_{k=0}^m\binom mk\binom m{m-k}=\binom{2m}{m}.
\]

On \([0,1]\) we have \(y(1-y)\ge0\) and \(\tfrac14-y(1-y)=(y-\tfrac12)^2\ge0\), so \((y(1-y))^{2m}\le16^{-m}\). With \(y=t^2\),

\[
c\cdot Hc=\int_0^1\bigl(t^2(1-t^2)\bigr)^{2m}e^{-xt^2}dt
\le\frac{F_0(x)}{16^m}.
\]

The vector \(c\) is not normalised. Dividing by its squared length gives

\[
\lambda_{\min}\le\frac{c\cdot Hc}{c\cdot c}\le\frac{F_0(x)}{16^m\binom{2m}{m}} .
\]

For the other end of the spectrum, the first unit vector \(e_0\) gives \(F_0(x)=e_0\cdot He_0\le\lambda_{\max}\). Combining the two bounds,

\[
16^m\binom{2m}{m}\lambda_{\min}\le F_0(x)\le\lambda_{\max}.
\]

Since \(\lambda_{\min}>0\) and the binomial coefficient is at least 1, division yields the bound \(16^m\). At \(m=0\) the matrix has a single entry and both sides equal 1.

## The case \(m=1\), \(x=0\) in numbers

Here \(F_k(0)=1/(2k+1)\), so

\[
H=\begin{pmatrix}1&1/3&1/5\\1/3&1/5&1/7\\1/5&1/7&1/9\end{pmatrix}.
\]

The polynomial \(y-y^2\) has coefficient vector \(c=(0,1,-1)\), with \(c\cdot c=2\) and

\[
c\cdot Hc=\frac15-\frac27+\frac19=\frac{8}{315}.
\]

Thus \(\lambda_{\min}\le4/315\), while \(\lambda_{\max}\ge1\). The ratio is at least \(315/4=78.75\), compared with the general bounds \(16\cdot2=32\) and \(16\).

## The complete Lean file

```lean
import Mathlib

open Matrix

namespace RysMomentConditioning

noncomputable section

/-- The Boys function `F_k(x)`, the integral of `t^(2k) exp(-x t²)` over `[0,1]`. -/
def boys (x : ℝ) (k : ℕ) : ℝ :=
  ∫ t in (0 : ℝ)..1, t ^ (2 * k) * Real.exp (-x * t ^ 2)

/-- The `n` by `n` Hankel matrix of Boys moments, with entries `F_(i+j)(x)`. -/
def boysHankel (x : ℝ) (n : ℕ) : Matrix (Fin n) (Fin n) ℝ :=
  Matrix.of fun i j => boys x ((i : ℕ) + (j : ℕ))

/-- The smallest eigenvalue of a real symmetric matrix of nonzero size. -/
def minEig {n : Type*} [Fintype n] [DecidableEq n] {A : Matrix n n ℝ}
    (hA : A.IsHermitian) : ℝ := ⨅ i, hA.eigenvalues i

/-- The largest eigenvalue of a real symmetric matrix of nonzero size. -/
def maxEig {n : Type*} [Fintype n] [DecidableEq n] {A : Matrix n n ℝ}
    (hA : A.IsHermitian) : ℝ := ⨆ i, hA.eigenvalues i

/-- The coefficient of `y^i` in the test polynomial `y^m (1-y)^m`. -/
def testCoeff (m i : ℕ) : ℝ :=
  if i < m then 0 else (-1) ^ (i - m) * (m.choose (i - m) : ℝ)

/-- The Hankel matrix of Boys moments is symmetric. -/
theorem boysHankel_isHermitian (x : ℝ) (n : ℕ) : (boysHankel x n).IsHermitian :=
  Matrix.IsHermitian.ext fun i j => by simp [boysHankel, add_comm]

/-- The quadratic form of the Hankel matrix is the weighted integral of the square of the
even polynomial with the given coefficients. -/
theorem boysHankel_quadratic (x : ℝ) (n : ℕ) (c : Fin n → ℝ) :
    c ⬝ᵥ (boysHankel x n *ᵥ c) =
      ∫ t in (0 : ℝ)..1, (∑ i, c i * t ^ (2 * (i : ℕ))) ^ 2 * Real.exp (-x * t ^ 2) := by
  have e : ∀ t : ℝ, (∑ i, c i * t ^ (2 * (i : ℕ))) ^ 2 * Real.exp (-x * t ^ 2) =
      ∑ i, ∑ j, c i * c j * (t ^ (2 * ((i : ℕ) + (j : ℕ))) * Real.exp (-x * t ^ 2)) := by
    intro t
    rw [sq, Finset.sum_mul_sum, Finset.sum_mul]
    refine Finset.sum_congr rfl fun i _ => ?_
    rw [Finset.sum_mul]
    refine Finset.sum_congr rfl fun j _ => ?_
    ring
  simp only [e]
  -- exchange the finite sums with the integral
  rw [intervalIntegral.integral_finsetSum]
  · simp only [dotProduct, Matrix.mulVec, boysHankel, Matrix.of_apply, boys, Finset.mul_sum]
    refine Finset.sum_congr rfl fun i _ => ?_
    rw [intervalIntegral.integral_finsetSum]
    · refine Finset.sum_congr rfl fun j _ => ?_
      rw [intervalIntegral.integral_const_mul]
      ring
    · intro j _
      exact Continuous.intervalIntegrable (by fun_prop) _ _
  · intro i _
    exact Continuous.intervalIntegrable (by fun_prop) _ _

/-- The Hankel matrix of Boys moments is positive definite for every size and every real `x`. -/
theorem boysHankel_posDef (x : ℝ) (n : ℕ) : (boysHankel x n).PosDef := by
  refine Matrix.posDef_iff_dotProduct_mulVec.2 ⟨boysHankel_isHermitian x n, ?_⟩
  intro c hc
  rw [star_trivial, boysHankel_quadratic]
  refine intervalIntegral.integral_pos one_pos (Continuous.continuousOn (by fun_prop))
    (fun t _ => by positivity) ?_
  by_contra hne
  apply hc
  -- otherwise the polynomial vanishes on the whole interval
  have hz : ∀ t ∈ Set.Icc (0 : ℝ) 1, ∑ i, c i * t ^ (2 * (i : ℕ)) = 0 := by
    intro t ht
    by_contra h
    exact hne ⟨t, ht, by positivity⟩
  have hp : (∑ i : Fin n, Polynomial.C (c i) * Polynomial.X ^ (2 * (i : ℕ))) = 0 := by
    refine Polynomial.eq_zero_of_infinite_isRoot _
      ((Set.Icc_infinite (one_pos : (0 : ℝ) < 1)).mono fun t ht => ?_)
    have h := hz t ht
    simpa [Polynomial.IsRoot.def, Polynomial.eval_finsetSum] using h
  funext i
  have h := congrArg (fun p => Polynomial.coeff p (2 * (i : ℕ))) hp
  simp only [Polynomial.finsetSum_coeff, Polynomial.coeff_zero] at h
  rw [Finset.sum_eq_single i] at h
  · rw [Polynomial.coeff_C_mul, Polynomial.coeff_X_pow, if_pos rfl, mul_one] at h
    exact h
  · intro j _ hj
    rw [Polynomial.coeff_C_mul, Polynomial.coeff_X_pow, if_neg, mul_zero]
    intro h'
    exact hj (Fin.ext (by omega))
  · intro h'
    exact absurd (Finset.mem_univ i) h'

/-- Rayleigh bounds: the quadratic form of a real symmetric matrix lies between its extreme
eigenvalues times the squared length of the vector. -/
theorem rayleigh_bounds {n : Type*} [Fintype n] [DecidableEq n] {A : Matrix n n ℝ}
    (hA : A.IsHermitian) (v : n → ℝ) :
    minEig hA * (v ⬝ᵥ v) ≤ v ⬝ᵥ (A *ᵥ v) ∧ v ⬝ᵥ (A *ᵥ v) ≤ maxEig hA * (v ⬝ᵥ v) := by
  obtain ⟨x, rfl⟩ : ∃ x : EuclideanSpace ℝ n, x.ofLp = v := ⟨WithLp.toLp 2 v, rfl⟩
  obtain ⟨y, hy⟩ : ∃ y : EuclideanSpace ℝ n, y.ofLp = A *ᵥ x.ofLp := ⟨WithLp.toLp 2 _, rfl⟩
  have hin : ∀ a c : EuclideanSpace ℝ n, inner ℝ a c = a.ofLp ⬝ᵥ c.ofLp := by
    intro a c
    simp [PiLp.inner_apply, dotProduct, mul_comm]
  have ht : Aᵀ = A := by
    rw [← Matrix.conjTranspose_eq_transpose_of_trivial]
    exact hA
  have hs : ∀ i, inner ℝ (hA.eigenvectorBasis i) y =
      hA.eigenvalues i * inner ℝ (hA.eigenvectorBasis i) x := by
    intro i
    have h : A *ᵥ (hA.eigenvectorBasis i).ofLp =
      hA.eigenvalues i • (hA.eigenvectorBasis i).ofLp := hA.mulVec_eigenvectorBasis i
    rw [hin, hin, hy, Matrix.dotProduct_mulVec, ← Matrix.mulVec_transpose, ht, h,
      smul_dotProduct, smul_eq_mul]
  -- expand both forms in the eigenbasis
  have h1 : x.ofLp ⬝ᵥ x.ofLp = ∑ i, (inner ℝ (hA.eigenvectorBasis i) x) ^ 2 := by
    rw [← hin, ← hA.eigenvectorBasis.sum_inner_mul_inner x x]
    refine Finset.sum_congr rfl fun i _ => ?_
    rw [real_inner_comm]
    ring
  have h2 : x.ofLp ⬝ᵥ (A *ᵥ x.ofLp) =
      ∑ i, hA.eigenvalues i * (inner ℝ (hA.eigenvectorBasis i) x) ^ 2 := by
    rw [← hy, ← hin, ← hA.eigenvectorBasis.sum_inner_mul_inner x y]
    refine Finset.sum_congr rfl fun i _ => ?_
    rw [hs, real_inner_comm]
    ring
  rw [h1, h2, Finset.mul_sum, Finset.mul_sum]
  unfold minEig maxEig
  exact ⟨Finset.sum_le_sum fun i _ => mul_le_mul_of_nonneg_right
      (ciInf_le (Set.finite_range _).bddBelow i) (sq_nonneg _),
    Finset.sum_le_sum fun i _ => mul_le_mul_of_nonneg_right
      (le_ciSup (Set.finite_range _).bddAbove i) (sq_nonneg _)⟩

/-- A sum against the test coefficients is an alternating binomial sum. -/
theorem sum_testCoeff (m : ℕ) (g : ℕ → ℝ) :
    ∑ i : Fin (2 * m + 1), testCoeff m i * g i =
      ∑ k ∈ Finset.range (m + 1), (-1) ^ k * (m.choose k : ℝ) * g (m + k) := by
  rw [Fin.sum_univ_eq_sum_range (fun i => testCoeff m i * g i) (2 * m + 1),
    show 2 * m + 1 = m + (m + 1) by ring, Finset.sum_range_add]
  have h0 : ∑ i ∈ Finset.range m, testCoeff m i * g i = 0 :=
    Finset.sum_eq_zero fun i hi => by simp [testCoeff, Finset.mem_range.1 hi]
  rw [h0, zero_add]
  refine Finset.sum_congr rfl fun k _ => ?_
  simp [testCoeff]

/-- With `y = t²`, the sum of the test coefficients times the powers `y^i` is `y^m (1-y)^m`. -/
theorem testCoeff_eval (m : ℕ) (t : ℝ) :
    ∑ i : Fin (2 * m + 1), testCoeff m i * t ^ (2 * (i : ℕ)) =
      (t ^ 2) ^ m * (1 - t ^ 2) ^ m := by
  refine (sum_testCoeff m (fun i => t ^ (2 * i))).trans ?_
  rw [show (1 - t ^ 2 : ℝ) = -t ^ 2 + 1 by ring, add_pow, Finset.mul_sum]
  refine Finset.sum_congr rfl fun k _ => ?_
  rw [neg_pow (t ^ 2) k, one_pow]
  ring

/-- The squared length of the test coefficient vector is the central binomial coefficient. -/
theorem testCoeff_norm (m : ℕ) :
    (fun i : Fin (2 * m + 1) => testCoeff m i) ⬝ᵥ (fun i => testCoeff m i) =
      ((2 * m).choose m : ℝ) := by
  refine (sum_testCoeff m (testCoeff m)).trans ?_
  -- Vandermonde's identity
  rw [two_mul, Nat.add_choose_eq, Finset.Nat.sum_antidiagonal_eq_sum_range_succ
    (fun a b => m.choose a * m.choose b), Nat.cast_sum]
  refine Finset.sum_congr rfl fun k hk => ?_
  have hkm : k ≤ m := Nat.lt_succ_iff.1 (Finset.mem_range.1 hk)
  have hc : testCoeff m (m + k) = (-1) ^ k * (m.choose k : ℝ) := by simp [testCoeff]
  have h : ((-1 : ℝ) ^ k) ^ 2 = 1 := by
    rw [← pow_mul, mul_comm, pow_mul]
    norm_num
  rw [hc, Nat.choose_symm hkm, Nat.cast_mul]
  linear_combination (m.choose k : ℝ) ^ 2 * h

/-- The quadratic form at the test vector is at most `F_0(x) / 16^m`. -/
theorem testCoeff_energy (x : ℝ) (m : ℕ) :
    16 ^ m * ((fun i : Fin (2 * m + 1) => testCoeff m i) ⬝ᵥ
      (boysHankel x (2 * m + 1) *ᵥ fun i => testCoeff m i)) ≤ boys x 0 := by
  rw [boysHankel_quadratic]
  simp only [testCoeff_eval]
  rw [← intervalIntegral.integral_const_mul]
  unfold boys
  refine intervalIntegral.integral_mono_on zero_le_one
    (Continuous.intervalIntegrable (by fun_prop) _ _)
    (Continuous.intervalIntegrable (by fun_prop) _ _) fun t ht => ?_
  have hp : ∀ a b : ℝ, 16 ^ m * (a ^ m * b ^ m) ^ 2 = (16 * (a * b) ^ 2) ^ m := by
    intro a b
    rw [mul_pow (16 : ℝ) ((a * b) ^ 2) m]
    ring
  -- on the unit interval y (1 - y) is at most 1/4
  have h1 : t ^ 2 ≤ 1 := pow_le_one₀ ht.1 ht.2
  have hu : 0 ≤ t ^ 2 * (1 - t ^ 2) := mul_nonneg (sq_nonneg t) (by linarith)
  have hq : t ^ 2 * (1 - t ^ 2) ≤ 1 / 4 := by nlinarith [sq_nonneg (t ^ 2 - 1 / 2)]
  have hb : 16 * (t ^ 2 * (1 - t ^ 2)) ^ 2 ≤ 1 := by nlinarith
  have hle : 16 ^ m * ((t ^ 2) ^ m * (1 - t ^ 2) ^ m) ^ 2 ≤ 1 := by
    rw [hp]
    exact pow_le_one₀ (by positivity) hb
  rw [← mul_assoc, mul_zero, pow_zero]
  exact mul_le_mul_of_nonneg_right hle (Real.exp_pos _).le

/-- The largest eigenvalue of the Hankel matrix of size `2m+1` is at least `16^m` times the
central binomial coefficient times the smallest. -/
theorem eigenvalue_spread (x : ℝ) (m : ℕ) :
    16 ^ m * ((2 * m).choose m : ℝ) * minEig (boysHankel_isHermitian x (2 * m + 1)) ≤
      maxEig (boysHankel_isHermitian x (2 * m + 1)) := by
  have ha := (rayleigh_bounds (boysHankel_isHermitian x (2 * m + 1))
    (fun i => testCoeff m i)).1
  rw [testCoeff_norm] at ha
  have hb := testCoeff_energy x m
  -- the first unit vector bounds the largest eigenvalue from below
  have hc := (rayleigh_bounds (boysHankel_isHermitian x (2 * m + 1)) (Pi.single 0 1)).2
  have h0 : (Pi.single 0 1 : Fin (2 * m + 1) → ℝ) ⬝ᵥ
      (boysHankel x (2 * m + 1) *ᵥ Pi.single 0 1) = boys x 0 := by
    simp [boysHankel]
  have h1 : (Pi.single 0 1 : Fin (2 * m + 1) → ℝ) ⬝ᵥ Pi.single 0 1 = 1 := by simp
  rw [h0, h1, mul_one] at hc
  have hd := mul_le_mul_of_nonneg_left ha (by positivity : (0 : ℝ) ≤ 16 ^ m)
  linarith

/-- The Hankel matrix of Boys moments of size `2m+1` is positive definite, its smallest
eigenvalue is positive, and its condition number is at least `16^m`. -/
theorem boysHankel_conditioning (x : ℝ) (m : ℕ) :
    (boysHankel x (2 * m + 1)).PosDef ∧
      0 < minEig (boysHankel_isHermitian x (2 * m + 1)) ∧
      16 ^ m ≤ maxEig (boysHankel_isHermitian x (2 * m + 1)) /
        minEig (boysHankel_isHermitian x (2 * m + 1)) := by
  have hP := boysHankel_posDef x (2 * m + 1)
  have hpos : 0 < minEig (boysHankel_isHermitian x (2 * m + 1)) := by
    obtain ⟨i, hi⟩ := exists_eq_ciInf_of_finite
      (f := (boysHankel_isHermitian x (2 * m + 1)).eigenvalues)
    unfold minEig
    rw [← hi]
    exact hP.eigenvalues_pos i
  refine ⟨hP, hpos, (le_div_iff₀ hpos).2 (le_trans ?_ (eigenvalue_spread x m))⟩
  have hC : (1 : ℝ) ≤ ((2 * m).choose m : ℝ) := by
    exact_mod_cast Nat.choose_pos (by omega : m ≤ 2 * m)
  exact mul_le_mul_of_nonneg_right (le_mul_of_one_le_right (by positivity) hC) hpos.le

end

end RysMomentConditioning
```

```lean
#print axioms RysMomentConditioning.boysHankel_conditioning
```

```
'RysMomentConditioning.boysHankel_conditioning' depends on axioms: [propext, Classical.choice, Quot.sound]
```

## From the quadratic form to positive definiteness

`boysHankel_isHermitian` is the symmetry \(i+j=j+i\). In `boysHankel_quadratic`, the local identity `e` expands the weighted square into a double sum at each \(t\). Two uses of `intervalIntegral.integral_finsetSum` then exchange sums and integral, with integrability supplied by continuity.

`boysHankel_posDef` applies `intervalIntegral.integral_pos`, which needs a continuous, nonnegative integrand that is positive at some point. If there were no such point, `hz` says that the polynomial vanishes on the interval, and `Polynomial.eq_zero_of_infinite_isRoot` makes it the zero polynomial. Reading off the coefficient of degree \(2i\) gives \(c_i=0\).

## How the eigenvalue bounds are assembled

`rayleigh_bounds` holds for any real symmetric matrix. The step `hs` uses symmetry to move the matrix onto an eigenvector, and `h1` and `h2` are the two expansions in the eigenbasis. The inequalities follow by comparing the sums term by term.

The test vector is `testCoeff`, which is zero below index \(m\) and a signed binomial coefficient from there on. `sum_testCoeff` removes the zero entries and shifts the index to \(k=i-m\). It serves twice:

- `testCoeff_eval` pairs the coefficients with powers of \(t^2\) and recovers \(y^m(1-y)^m\) by the binomial theorem.
- `testCoeff_norm` pairs them with themselves and applies Vandermonde's identity, `Nat.add_choose_eq`.

`testCoeff_energy` compares two integrals pointwise through `intervalIntegral.integral_mono_on`. The bound \(y(1-y)\le\tfrac14\) is `hq`, where `nlinarith` receives the square \((t^2-\tfrac12)^2\) as a hint.

In `eigenvalue_spread`, `ha` is the lower Rayleigh bound at the test vector, `hb` the integral estimate, and `hc` the upper Rayleigh bound at the first unit vector. After `ha` is multiplied by \(16^m\), `linarith` chains them.

Finally, `boysHankel_conditioning` picks an index at which the smallest eigenvalue is attained and gets its positivity from positive definiteness. This allows `le_div_iff₀` to turn the quotient into a product, and `hC`, the fact that \(\binom{2m}{m}\ge1\), reduces the sharper inequality to the one with \(16^m\) alone.
